# Norm conservation with a moving PAW overlap: the condition \(P-P^\dagger=-iS'\)

Here the states live in a complex Hilbert space \(E\), and all operators on it are bounded. The conservation law below therefore applies in a fixed finite basis, where the operators are matrices, but not to the kinetic energy on the full space of wavefunctions, which is unbounded. The projector augmented-wave (PAW) equation is read as a relation between a state and its velocity at one instant, so writing it down does not require inverting the overlap.

## The rate of change of an overlap

Let \(S(t)\) be the overlap operator, \(H(t)\) the Hamiltonian and \(P(t)\) the term that accounts for the motion of the atoms. A prime denotes a time derivative, \(\hbar=1\), and the inner product is conjugate-linear in its first slot. The equation of motion is

\[ iS\psi'=(H+P)\psi . \]

Suppose \(S\) is differentiable and \(S\) and \(H\) are self-adjoint. For two solutions \(\varphi,\psi\), the product rule gives

\[ \frac{d}{dt}\langle\varphi,S\psi\rangle=\langle\varphi',S\psi\rangle+\langle\varphi,S'\psi\rangle+\langle\varphi,S\psi'\rangle . \]

The equation of motion says \(S\psi'=-i(H+P)\psi\), and likewise for \(\varphi\). The last term is therefore \(-i\langle\varphi,(H+P)\psi\rangle\). In the first term, move \(S\) to the left slot and then take adjoints:

\[ \langle\varphi',S\psi\rangle=\langle S\varphi',\psi\rangle=\langle -i(H+P)\varphi,\psi\rangle=i\langle\varphi,(H+P^\dagger)\psi\rangle . \]

In the sum \(H\) cancels, leaving

\[ \frac{d}{dt}\langle\varphi,S\psi\rangle=\langle\varphi,\bigl(S'-i(P-P^\dagger)\bigr)\psi\rangle . \]

If \(P-P^\dagger=-iS'\), then \(-i(P-P^\dagger)=-S'\) and the rate is zero. Every overlap is constant, including \(\langle\psi,S\psi\rangle\), which is a squared norm when \(S\) is positive definite. If the evolution uses \((P+P^\dagger)/2\) in place of \(P\), the difference \(P-P^\dagger\) is replaced by zero and

\[ \frac{d}{dt}\langle\psi,S\psi\rangle=\langle\psi,S'\psi\rangle . \]

Positivity plays no part in either calculation.

Conversely, let \(S(t)\) be invertible and suppose \(\langle\psi,S\psi\rangle\) is stationary at \(t\) for every state obeying the equation there. Any vector \(x\) can be the state at that instant, with velocity \(-iS^{-1}(H+P)x\). Hence \(\langle x,Ax\rangle=0\) for all \(x\), where \(A=S'-i(P-P^\dagger)\). On a complex space, polarisation then gives \(A=0\), which is the condition again.

## Where the velocity term comes from

Let \(T(t)\) map a smooth PAW state \(\psi\) to the all-electron state \(T\psi\), and let \(h\) be the all-electron Hamiltonian. Multiply \(i(T\psi)'=hT\psi\) by \(T^\dagger\) and expand the derivative:

\[ iT^\dagger T\psi'=\bigl(T^\dagger hT-iT^\dagger T'\bigr)\psi . \]

So \(S=T^\dagger T\), \(H=T^\dagger hT\) and \(P=-iT^\dagger T'\). Since \(P^\dagger=iT'^\dagger T\),

\[ P-P^\dagger=-i(T^\dagger T'+T'^\dagger T)=-iS' . \]

If \(T\) is an invertible map of \(E\) to itself, \(T^\dagger\) can be cancelled and the two equations are equivalent. In a truncated basis, \(T\) generally takes a smooth state out of the span of the basis. The same calculation still gives \(P-P^\dagger=-iS'\), with \(T^\dagger\) the adjoint of the map into the larger space, but \(T^\dagger\) can no longer be cancelled: the PAW equation then says only that the Schrödinger equation holds after \(T^\dagger\) is applied to both sides. The Lean theorems below treat \(T\) as a map of \(E\) to itself.

## A two-component example and an absorbing Hamiltonian

Take \(h=0\) and

\[ T=\begin{pmatrix}1&t\\0&1\end{pmatrix},\qquad S=\begin{pmatrix}1&t\\t&1+t^2\end{pmatrix},\qquad P=-i\begin{pmatrix}0&1\\0&t\end{pmatrix}. \]

With \(h=0\) the vector \(T\psi\) is constant. Choosing \(T\psi=(1,1)\) gives \(\psi=(1-t,1)\). At \(t=0\), \(S\) is the identity and \(\langle\psi,S\psi\rangle=1+1=2\). At \(t=1\), \(\psi=(0,1)\) and \(\langle\psi,S\psi\rangle=S_{22}=2\).

Now keep only the Hermitian part of \(P\), starting from \((1,1)\) at \(t=0\). The velocity becomes \((-\tfrac12,\tfrac12)\) instead of \((-1,0)\). The two velocity terms in the product rule add to zero, and \(\langle\psi,S'\psi\rangle=2\) remains: the squared norm starts to grow at rate 2.

Self-adjointness of \(H\) matters as well. On \(E=\mathbb C\) take \(S=1\), \(P=0\) and \(H=-i\), a uniform absorber. The condition \(P-P^\dagger=-iS'\) holds, with both sides zero, yet \(\psi'=-\psi\) and the squared norm decays as \(e^{-2t}\).

## The equation and its operators in Lean

The space `E` is a complete complex inner product space of any dimension, and `E →L[ℂ] E` is the type of bounded complex-linear operators on it.

```lean
import Mathlib

open Complex (I)
open scoped InnerProductSpace

namespace TimeDependentPAW

noncomputable section

variable {E : Type*} [NormedAddCommGroup E] [InnerProductSpace ℂ E] [CompleteSpace E]
```

`PAWEquation S H P x v` states the equation of motion for a state `x` with velocity `v`.

```lean
/-- The time-dependent PAW equation `i S v = (H + P) x` at one instant, for a state `x`
with velocity `v`. -/
def PAWEquation (S H P : E →L[ℂ] E) (x v : E) : Prop :=
  I • S v = (H + P) x
```

The dagger is `star`, the Hilbert-space adjoint. The next two definitions are the Hermitian part of \(P\) and the PAW velocity term.

```lean
/-- The Hermitian part `(P + P†)/2` of an operator. -/
def hermitianPart (P : E →L[ℂ] E) : E →L[ℂ] E :=
  (1 / 2 : ℂ) • (P + star P)

/-- The PAW velocity term `P = -i T† T'` of a transformation `T` with time derivative `T'`. -/
def velocityTerm (T T' : E →L[ℂ] E) : E →L[ℂ] E :=
  (-I) • (star T * T')
```

## From the product rule to conservation

`HasDerivAt S S' t` says that \(S\) has derivative \(S'\) at real time \(t\), in operator norm. Because time is real while the operators are complex-linear, the proof first regards them as real-linear and then applies the product rule for a moving operator acting on a moving vector.

```lean
omit [CompleteSpace E] in
/-- Product rule for a moving operator acting on a moving state. -/
theorem hasDerivAt_apply {S : ℝ → E →L[ℂ] E} {S' : E →L[ℂ] E} {ψ : ℝ → E} {v : E} {t : ℝ}
    (hS : HasDerivAt S S' t) (hψ : HasDerivAt ψ v t) :
    HasDerivAt (fun s => S s (ψ s)) (S' (ψ t) + S t v) t := by
  have h1 : HasDerivAt (fun s => (S s).restrictScalars ℝ) (S'.restrictScalars ℝ) t :=
    (ContinuousLinearMap.restrictScalarsL ℂ E E ℝ ℝ).hasFDerivAt.comp_hasDerivAt t hS
  exact h1.clm_apply hψ
```

`overlap_rate` is the central identity. Here `v` is the velocity of `φ` and `w` that of `ψ`. Within the proof, `sym` moves an operator across the inner product, `solve` gives \(S\psi'=-i(H+P)\psi\), and `e3` is the calculation for the first slot. The closing `ring` carries out the cancellation of \(H\).

```lean
/-- For self-adjoint `S` and `H`, the overlap `⟨φ, S ψ⟩` of two states obeying the PAW equation
changes at the rate `⟨φ, (S' - i (P - P†)) ψ⟩`. -/
theorem overlap_rate {S : ℝ → E →L[ℂ] E} {S' H P : E →L[ℂ] E} {φ ψ : ℝ → E} {v w : E} {t : ℝ}
    (hS : HasDerivAt S S' t) (hSs : IsSelfAdjoint (S t)) (hH : IsSelfAdjoint H)
    (hφ : HasDerivAt φ v t) (hψ : HasDerivAt ψ w t)
    (eφ : PAWEquation (S t) H P (φ t) v) (eψ : PAWEquation (S t) H P (ψ t) w) :
    HasDerivAt (fun s => ⟪φ s, S s (ψ s)⟫_ℂ)
      ⟪φ t, (S' - I • (P - star P)) (ψ t)⟫_ℂ t := by
  refine (HasDerivAt.inner ℂ hφ (hasDerivAt_apply hS hψ)).congr_deriv ?_
  have sym : ∀ (A : E →L[ℂ] E) (x y : E), ⟪A x, y⟫_ℂ = ⟪x, star A y⟫_ℂ := by
    intro A x y
    rw [ContinuousLinearMap.star_eq_adjoint, ContinuousLinearMap.adjoint_inner_right]
  -- solve the equation of motion for `S` applied to the velocity
  have solve : ∀ x u : E, PAWEquation (S t) H P x u → S t u = (-I) • (H + P) x := by
    intro x u e
    unfold PAWEquation at e
    rw [← e, smul_smul]
    simp
  have e3 : ⟪v, S t (ψ t)⟫_ℂ = I * ⟪φ t, (H + star P) (ψ t)⟫_ℂ := by
    have h : ⟪v, S t (ψ t)⟫_ℂ = ⟪S t v, ψ t⟫_ℂ := by rw [sym, hSs.star_eq]
    rw [h, solve _ _ eφ, inner_smul_left, sym, star_add, hH.star_eq]
    simp
  -- the Hamiltonian cancels, the anti-Hermitian part of P stays
  rw [e3, solve _ _ eψ]
  simp only [add_apply, sub_apply,
    smul_apply, inner_add_right, inner_sub_right, inner_smul_right]
  ring
```

For conservation, the hypotheses are required at every real time. The condition on \(P\) makes the rate zero, and a function whose derivative vanishes everywhere is constant. The theorem concerns given solutions; it does not construct them.

In Ehrenfest dynamics with PAW, this says that orbitals evolving under a common \(H(t)\) stay orthonormal in the \(S\) inner product, for bounded operators and continuous time; the error of a finite time step is a separate matter.

```lean
/-- If `S` and `H` are self-adjoint and `P - P† = -i S'` at all times, the overlap `⟨φ, S ψ⟩`
of any two solutions of the PAW equation is constant in time. -/
theorem overlap_conserved {S S' H P : ℝ → E →L[ℂ] E} {φ ψ φ' ψ' : ℝ → E}
    (hS : ∀ t, HasDerivAt S (S' t) t) (hSs : ∀ t, IsSelfAdjoint (S t))
    (hH : ∀ t, IsSelfAdjoint (H t)) (hP : ∀ t, P t - star (P t) = (-I) • S' t)
    (hφ : ∀ t, HasDerivAt φ (φ' t) t) (hψ : ∀ t, HasDerivAt ψ (ψ' t) t)
    (eφ : ∀ t, PAWEquation (S t) (H t) (P t) (φ t) (φ' t))
    (eψ : ∀ t, PAWEquation (S t) (H t) (P t) (ψ t) (ψ' t)) (t₁ t₂ : ℝ) :
    ⟪φ t₁, S t₁ (ψ t₁)⟫_ℂ = ⟪φ t₂, S t₂ (ψ t₂)⟫_ℂ := by
  have key : ∀ t, HasDerivAt (fun s => ⟪φ s, S s (ψ s)⟫_ℂ) 0 t := by
    intro t
    refine (overlap_rate (hS t) (hSs t) (hH t) (hφ t) (hψ t) (eφ t) (eψ t)).congr_deriv ?_
    rw [hP t, smul_smul]
    simp
  exact is_const_of_deriv_eq_zero (fun t => (key t).differentiableAt)
    (fun t => (key t).deriv) t₁ t₂
```

For the drift, the proof shows that `hermitianPart P` equals its own adjoint, so the \(P\) contribution to `overlap_rate` vanishes. No relation between \(P\) and \(S'\) is assumed.

```lean
/-- If `S` and `H` are self-adjoint and only the Hermitian part of `P` is kept in the evolution, the
quantity `⟨ψ, S ψ⟩` changes at the rate `⟨ψ, S' ψ⟩`. -/
theorem norm_drift_hermitianPart {S : ℝ → E →L[ℂ] E} {S' H P : E →L[ℂ] E} {ψ : ℝ → E} {v : E}
    {t : ℝ} (hS : HasDerivAt S S' t) (hSs : IsSelfAdjoint (S t)) (hH : IsSelfAdjoint H)
    (hψ : HasDerivAt ψ v t) (eψ : PAWEquation (S t) H (hermitianPart P) (ψ t) v) :
    HasDerivAt (fun s => ⟪ψ s, S s (ψ s)⟫_ℂ) ⟪ψ t, S' (ψ t)⟫_ℂ t := by
  have h0 : star (hermitianPart P) = hermitianPart P := by
    have h2 : star (1 / 2 : ℂ) = 1 / 2 := by simp
    unfold hermitianPart
    rw [star_smul, h2, star_add, star_star, add_comm]
  refine (overlap_rate hS hSs hH hψ hψ eψ eψ).congr_deriv ?_
  rw [h0, sub_self, smul_zero, sub_zero]
```

## The condition is also necessary

The hypothesis `IsUnit (S t)` means that \(S(t)\) has a bounded inverse. In finite dimension, positive definiteness guarantees this. The left side of the equivalence ranges over all curves that are differentiable at \(t\) and obey the equation at that instant.

For the forward direction, the proof draws a straight line through \(x\) with the velocity the equation dictates. Uniqueness of derivatives turns stationarity into a vanishing quadratic form, and `inner_map_self_eq_zero` supplies the polarisation step. The reverse direction substitutes the condition into `overlap_rate`.

```lean
/-- For self-adjoint `H` and self-adjoint invertible `S`, the quantity `⟨ψ, S ψ⟩` is stationary at
time `t` for every state obeying the PAW equation there exactly when `P - P† = -i S'`. -/
theorem norm_stationary_iff {S : ℝ → E →L[ℂ] E} {S' H P : E →L[ℂ] E} {t : ℝ}
    (hS : HasDerivAt S S' t) (hSs : IsSelfAdjoint (S t)) (hH : IsSelfAdjoint H)
    (hu : IsUnit (S t)) :
    (∀ (ψ : ℝ → E) (v : E), HasDerivAt ψ v t → PAWEquation (S t) H P (ψ t) v →
      HasDerivAt (fun s => ⟪ψ s, S s (ψ s)⟫_ℂ) 0 t) ↔ P - star P = (-I) • S' := by
  constructor
  · intro h
    obtain ⟨R, hR⟩ := hu.exists_right_inv
    have quad : ∀ x : E, ⟪x, (S' - I • (P - star P)) x⟫_ℂ = 0 := by
      intro x
      -- a straight line through x with the velocity demanded by the equation
      obtain ⟨c, hct, hc⟩ : ∃ c : ℝ → E, c t = x ∧
          HasDerivAt c ((-I) • R ((H + P) x)) t :=
        ⟨fun s => x + (s - t) • ((-I) • R ((H + P) x)), by simp,
          ((((hasDerivAt_id t).sub_const t).smul_const _).const_add x).congr_deriv
            (one_smul ℝ _)⟩
      have hSR : S t (R ((H + P) x)) = (H + P) x :=
        congrArg (fun A : E →L[ℂ] E => A ((H + P) x)) hR
      have e : PAWEquation (S t) H P (c t) ((-I) • R ((H + P) x)) := by
        unfold PAWEquation
        rw [hct, map_smul, hSR, smul_smul]
        simp
      have h1 := (overlap_rate hS hSs hH hc hc e e).unique (h c _ hc e)
      rwa [hct] at h1
    -- a vanishing complex quadratic form has a vanishing operator
    have hA : ((S' - I • (P - star P) : E →L[ℂ] E) : E →ₗ[ℂ] E) = 0 :=
      (inner_map_self_eq_zero _).1 fun x => inner_eq_zero_symm.1 (quad x)
    have hA' : S' - I • (P - star P) = 0 := by
      ext x
      exact congrArg (fun A : E →ₗ[ℂ] E => A x) hA
    rw [sub_eq_zero.1 hA', smul_smul]
    simp
  · intro hP ψ v hψ e
    refine (overlap_rate hS hSs hH hψ hψ e e).congr_deriv ?_
    rw [hP, smul_smul]
    simp
```

## The PAW transformation in Lean

The first theorem differentiates \(T^\dagger T\) and checks the relation for \(P=-iT^\dagger T'\). It needs differentiability of \(T\), but not invertibility.

```lean
/-- For a differentiable PAW transformation `T`, the overlap `S = T† T` has the derivative
`S' = T'† T + T† T'`, and the velocity term satisfies `P - P† = -i S'`. -/
theorem velocityTerm_relation {T : ℝ → E →L[ℂ] E} {T' : E →L[ℂ] E} {t : ℝ}
    (hT : HasDerivAt T T' t) :
    HasDerivAt (fun s => star (T s) * T s) (star T' * T t + star (T t) * T') t ∧
      velocityTerm (T t) T' - star (velocityTerm (T t) T') =
        (-I) • (star T' * T t + star (T t) * T') := by
  refine ⟨hT.star.mul hT, ?_⟩
  have hI : star (-I) = I := by simp
  unfold velocityTerm
  rw [star_smul, hI, star_mul, star_star]
  module
```

The second is the equivalence with the Schrödinger equation at one instant. From left to right, the proof factors out \(T^\dagger\) and cancels it with a left inverse `R`; from right to left, it applies \(T^\dagger\) to the Schrödinger equation. Invertibility of \(T(t)\) is assumed here, not derived from a particular set of projectors and partial waves.

```lean
/-- For an invertible PAW transformation `T`, the smooth state `ψ` obeys the PAW equation with
`S = T† T`, `H = T† h T`, `P = -i T† T'` exactly when `T ψ` obeys the Schrödinger equation
with Hamiltonian `h`. -/
theorem pawEquation_iff_schrodinger {T : ℝ → E →L[ℂ] E} {T' h : E →L[ℂ] E} {ψ : ℝ → E} {v : E}
    {t : ℝ} (hT : HasDerivAt T T' t) (hu : IsUnit (T t)) (hψ : HasDerivAt ψ v t) :
    PAWEquation (star (T t) * T t) (star (T t) * h * T t) (velocityTerm (T t) T') (ψ t) v ↔
      HasDerivAt (fun s => T s (ψ s)) ((-I) • h (T t (ψ t))) t := by
  have hd := hasDerivAt_apply hT hψ
  change I • star (T t) (T t v) =
    star (T t) (h (T t (ψ t))) + (-I) • star (T t) (T' (ψ t)) ↔ _
  constructor
  · intro e
    obtain ⟨R, hR⟩ := hu.star.exists_left_inv
    have hinv : ∀ y, R (star (T t) y) = y := fun y =>
      congrArg (fun A : E →L[ℂ] E => A y) hR
    have e1 : star (T t) (I • (T' (ψ t) + T t v)) = star (T t) (h (T t (ψ t))) := by
      rw [map_smul, map_add, smul_add, e]
      module
    -- cancel the invertible T†
    have e2 : I • (T' (ψ t) + T t v) = h (T t (ψ t)) := by
      rw [← hinv (I • (T' (ψ t) + T t v)), e1, hinv]
    refine hd.congr_deriv ?_
    rw [← e2, smul_smul]
    simp
  · intro hs
    have e2 : h (T t (ψ t)) = I • (T' (ψ t) + T t v) := by
      rw [hd.unique hs, smul_smul]
      simp
    rw [e2, map_smul, map_add]
    module
```

## An explicit solution with a growing overlap operator

Let \(S=H=e^{2t}\) and \(P=-ie^{2t}\), each times the identity, and let \(\psi=e^{-(1+i)t}x\). Then

\[ iS\psi'=i(-1-i)e^{2t}\psi=(1-i)e^{2t}\psi=(H+P)\psi . \]

The overlap operator grows as \(e^{2t}\) while \(\|\psi\|^2\) shrinks as \(e^{-2t}\), so \(\langle\psi,S\psi\rangle=\|x\|^2\) throughout. The theorem verifies the derivatives, the self-adjointness, the condition on \(P\) and the equation of motion at every \(t\).

```lean
/-- The overlap `S = e^(2t)`, with `H = e^(2t)` and `P = -i e^(2t)`, satisfies the relations of
the conservation law, and `ψ = e^(-(1+i)t) x` solves the PAW equation for every `x`. -/
theorem overlap_conserved_witness (x : E) (t : ℝ) :
    let a : ℝ → ℂ := fun s => ((Real.exp (2 * s) : ℝ) : ℂ)
    let S : ℝ → E →L[ℂ] E := fun s => a s • 1
    let S' : E →L[ℂ] E := (2 * a t) • 1
    let P : E →L[ℂ] E := (-I * a t) • 1
    let ψ : ℝ → E := fun s => Complex.exp ((-1 - I) * s) • x
    HasDerivAt S S' t ∧ IsSelfAdjoint (S t) ∧ P - star P = (-I) • S' ∧
      HasDerivAt ψ ((-1 - I) • ψ t) t ∧ PAWEquation (S t) (S t) P (ψ t) ((-1 - I) • ψ t) := by
  intro a S S' P ψ
  have ha : star (a t) = a t := Complex.conj_ofReal _
  have hda : HasDerivAt a (2 * a t) t := by
    have h1 : HasDerivAt (fun s : ℝ => Real.exp (2 * s)) (Real.exp (2 * t) * (2 * 1)) t :=
      ((hasDerivAt_id t).const_mul 2).exp
    refine h1.ofReal_comp.congr_deriv ?_
    simp only [a]
    push_cast
    ring
  have hde : HasDerivAt (fun s : ℝ => Complex.exp ((-1 - I) * s))
      (Complex.exp ((-1 - I) * t) * ((-1 - I) * ((1 : ℝ) : ℂ))) t :=
    ((hasDerivAt_id t).ofReal_comp.const_mul (-1 - I)).cexp
  refine ⟨hda.smul_const _, ?_, ?_, ?_, ?_⟩
  · change star (a t • (1 : E →L[ℂ] E)) = a t • 1
    rw [star_smul, ha, star_one]
  · have hc : star (-I * a t) = I * a t := by
      rw [star_mul, ha]
      simp [mul_comm]
    change (-I * a t) • (1 : E →L[ℂ] E) - star ((-I * a t) • (1 : E →L[ℂ] E)) =
      (-I) • ((2 * a t) • (1 : E →L[ℂ] E))
    rw [star_smul, hc, star_one]
    module
  · refine (hde.smul_const x).congr_deriv ?_
    simp only [ψ, smul_smul, Complex.ofReal_one, mul_one]
    rw [mul_comm]
  · change I • (a t • ((-1 - I) • ψ t)) = a t • ψ t + (-I * a t) • ψ t
    rw [smul_smul, smul_smul, ← add_smul]
    congr 1
    linear_combination (-a t) * Complex.I_mul_I

end

end TimeDependentPAW
```

```lean
#print axioms TimeDependentPAW.overlap_conserved
#print axioms TimeDependentPAW.norm_stationary_iff
#print axioms TimeDependentPAW.velocityTerm_relation
#print axioms TimeDependentPAW.pawEquation_iff_schrodinger
```

```
'TimeDependentPAW.overlap_conserved' depends on axioms: [propext, Classical.choice, Quot.sound]
'TimeDependentPAW.norm_stationary_iff' depends on axioms: [propext, Classical.choice, Quot.sound]
'TimeDependentPAW.velocityTerm_relation' depends on axioms: [propext, Classical.choice, Quot.sound]
'TimeDependentPAW.pawEquation_iff_schrodinger' depends on axioms: [propext, Classical.choice, Quot.sound]
```
